# For Hermitian $H$ in finite dimension and $\mathrm{Im}\,z\neq 0$, the norm of $H(z-H)^{-1}$ is at most $|z|/|\mathrm{Im}\,z|$, with equality decided by one eigenvalue

## From a solver residual to an error in $Hx$

An iterative solver is applied to $(z-H)x=b$, where $H$ is a Hermitian Hamiltonian matrix and $z$ a complex energy off the real axis. It stops at an approximate solution $\tilde x$ with residual $r=b-(z-H)\tilde x$. The quantity wanted next is $Hx$, for instance as a contribution to a band energy. How wrong is $H\tilde x$?

Subtracting the two equations gives $(z-H)(x-\tilde x)=r$. With the Green's operator $G(z)=(z-H)^{-1}$ this becomes

$$Hx-H\tilde x = H\,G(z)\,r .$$

The residual is therefore amplified by at most the operator norm $\|HG(z)\|$. Estimating the two factors separately gives $\|H\|/|\mathrm{Im}\,z|$, which grows with the largest eigenvalue of $H$ in magnitude, and so with the refinement of a grid or basis. The bound $|z|/|\mathrm{Im}\,z|$ contains no property of $H$ at all, and it is the smaller of the two when $|z|<\|H\|$. It applies to electronic-structure calculations that evaluate $G$ at complex energies, provided that $H$ is a fixed Hermitian operator on a finite-dimensional space, as in a one-particle model without an energy-dependent self-energy.

The product $HG(z)$ depends on the zero of energy: shifting $H$ and $z$ by the same real constant leaves $G$ unchanged but in general alters both $HG$ and the bound.

## The statement and its Lean reading

Let $H$ be Hermitian on a finite-dimensional complex inner product space, and let $\mathrm{Im}\,z\neq0$. Then

$$\|HG(z)\|\le\frac{|z|}{|\mathrm{Im}\,z|},$$

and equality holds if and only if $H$ has an eigenvalue $l$ with $l\,\mathrm{Re}\,z=|z|^2$. At a nonzero imaginary frequency, $z=i\omega$, the norm is strictly less than one.

These are the theorems `norm_mul_green_le`, `norm_mul_green_eq_iff` and `norm_mul_green_imaginary_lt_one`. Their ingredients translate as follows.

- `E` is the state space. Its inner product is conjugate-linear in the first argument, as in Dirac notation. Dimension zero is allowed.
- `H : E →L[ℂ] E` is a continuous linear operator, and `IsSymmetric` says that $\langle Hu,v\rangle=\langle u,Hv\rangle$ for all $u,v$, which is Hermiticity.
- `green H z` is $G(z)$, with the sign convention $(z-H)^{-1}$. It is defined by `Ring.inverse`, which returns zero for an operator without an inverse; `isUnit_sub` shows that this case does not arise here.
- `H * green H z` is composition, with $G$ acting first. The norm is the operator norm, that is, the largest singular value (zero in dimension zero), and not the Frobenius norm.
- The eigenvalue `l` is taken real, which loses nothing for Hermitian $H$. The eigenvector `v` is required to be nonzero but not normalised.

The theorems speak of operators, while a program holds a matrix. The step between them is to let the matrix act on $\mathbb C^n$ with the standard inner product, which represents the physical operator faithfully when the basis is orthonormal. For a non-orthogonal basis with overlap matrix $S$, one can orthogonalise the basis first, or keep it and apply the theorems to the operator $S^{-1}H$ with the inner product $u^\dagger S v$. Unbounded Hamiltonians on infinite-dimensional spaces lie beyond these statements.

## An identity between three squared lengths

Write $z=x+iy$ with $x,y$ real; from here on $x$ is the real part of $z$ and no longer a solution vector. For a vector $v$, put $m=\langle v,Hv\rangle$. Hermiticity gives $m=\langle Hv,v\rangle=\overline{m}$, so $m$ is real. Expanding the first square,

$$\|zv-Hv\|^2=|z|^2\|v\|^2-2\,\mathrm{Re}(\bar z m)+\|Hv\|^2=|z|^2\|v\|^2-2xm+\|Hv\|^2 .$$

Expanding the second,

$$\big\||z|^2v-xHv\big\|^2=|z|^4\|v\|^2-2|z|^2xm+x^2\|Hv\|^2 .$$

Multiply the first line by $|z|^2$ and subtract the second. The terms in $\|v\|^2$ and $m$ cancel, and $|z|^2-x^2=y^2$ leaves

$$|z|^2\|(z-H)v\|^2=y^2\|Hv\|^2+\big\||z|^2v-xHv\big\|^2. \tag{1}$$

**Invertibility.** If $(z-H)v=0$, the left side of (1) is zero, so both squares on the right vanish. Since $y\ne0$, this gives $Hv=0$. Then $zv=Hv=0$, and $z\neq0$ gives $v=0$. So $z-H$ is injective, and in finite dimension it is invertible.

**The bound.** Take any $w$ and set $v=G(z)w$, so that $(z-H)v=w$. Dropping the last square in (1) gives $y^2\|HG(z)w\|^2\le|z|^2\|w\|^2$. Taking square roots and dividing by $|y|$ gives $\|HG(z)w\|\le(|z|/|y|)\,\|w\|$ for every $w$, which is the bound on the norm.

## Which eigenvalue saturates the bound

Suppose that $\|HG(z)\|=|z|/|y|$. The closed unit ball is compact, so some $w$ with $\|w\|\le1$ attains the norm. With $v=G(z)w$ this means $y^2\|Hv\|^2=|z|^2$. By (1),

$$|z|^2\ge|z|^2\|w\|^2=|z|^2+\big\||z|^2v-xHv\big\|^2 ,$$

so the last square is zero and $|z|^2v=xHv$. Here $v\neq0$, because $\|Hv\|=|z|/|y|>0$. Also $x\neq0$, because otherwise $|z|^2v=0$. Hence $Hv=lv$ with $l=|z|^2/x$, which is the stated condition.

Conversely, let $Hv=lv$ with $v\ne0$ and $lx=|z|^2$. Then $|z|^2v-xHv=(|z|^2-xl)v=0$. Put $w=(z-H)v$, which is nonzero by invertibility and satisfies $G(z)w=v$. Taking the square root of (1) gives

$$|z|\,\|w\|=|y|\,\|Hv\|=|y|\,\|HG(z)w\|\le|y|\,\|HG(z)\|\,\|w\| .$$

Cancelling $\|w\|$ gives $\|HG(z)\|\ge|z|/|y|$, and with the upper bound this is equality.

For $z=i\omega$ with $\omega\neq0$ real, the bound is $|\omega|/|\omega|=1$. Equality would need $l\cdot0=\omega^2$, which is impossible, so the norm is below one.

## A two-level system with numbers

Take

$$H=\begin{pmatrix}3&2\\2&3\end{pmatrix},\qquad z=1+2i ,$$

in some unit of energy. The eigenvalues are $5$ and $1$, with normalised eigenvectors $(1,1)/\sqrt2$ and $(1,-1)/\sqrt2$. On these vectors $HG(z)$ multiplies by

$$\frac{5}{-4+2i}\quad\text{and}\quad\frac{1}{2i},$$

with moduli $5/\sqrt{20}=\sqrt5/2\approx1.118$ and $0.5$. The eigenvectors are orthonormal, so the norm is the larger modulus, $\sqrt5/2$. The bound is $|z|/|\mathrm{Im}\,z|=\sqrt5/2$ as well, in agreement with $l\,\mathrm{Re}\,z=5\cdot1=|z|^2$. The separate estimate $\|H\|/|\mathrm{Im}\,z|$ would give $2.5$.

Identity (1) on the first eigenvector reads $5\cdot20=4\cdot25+0$. On the second it reads $5\cdot4=4\cdot1+16$, where the last square is not zero.

At $z=2i$ the two moduli become $5/\sqrt{29}\approx0.928$ and $1/\sqrt5\approx0.447$, so the norm is below one.

## The Lean file

```lean
import Mathlib

open Complex (I)

namespace HamiltonianTimesResolvent

variable {E : Type*} [NormedAddCommGroup E] [InnerProductSpace ℂ E]

/-- The Green's operator `G(z) = (z - H)⁻¹`, meant for `z` at which `z - H` is invertible. -/
noncomputable def green (H : E →L[ℂ] E) (z : ℂ) : E →L[ℂ] E :=
  Ring.inverse (z • (1 : E →L[ℂ] E) - H)

/-- For Hermitian `H` and any vector `v`, the squared length of `(z - H) v`, times `|z|²`, splits
into `(Im z)² ‖H v‖²` and the squared length of `(|z|² - Re z H) v`. -/
theorem norm_balance {H : E →L[ℂ] E} (hH : (H : E →ₗ[ℂ] E).IsSymmetric) (z : ℂ) (v : E) :
    ‖z‖ ^ 2 * ‖z • v - H v‖ ^ 2 =
      z.im ^ 2 * ‖H v‖ ^ 2 + ‖((‖z‖ ^ 2 : ℝ) : ℂ) • v - (z.re : ℂ) • H v‖ ^ 2 := by
  -- the inner product `⟨v, H v⟩` is real
  have hs : inner ℂ (H v) v = inner ℂ v (H v) := hH v v
  have him : (inner ℂ v (H v)).im = 0 := by
    apply Complex.conj_eq_iff_im.1
    rw [inner_conj_symm]
    exact hs
  have hz : ‖z‖ ^ 2 = z.re ^ 2 + z.im ^ 2 := by
    rw [Complex.sq_norm, Complex.normSq_apply]
    ring
  have h1 : ‖z • v - H v‖ ^ 2 =
      ‖z‖ ^ 2 * ‖v‖ ^ 2 - 2 * (z.re * (inner ℂ v (H v)).re) + ‖H v‖ ^ 2 := by
    rw [@norm_sub_sq ℂ, inner_smul_left, norm_smul]
    simp only [RCLike.re_eq_complex_re, Complex.mul_re, Complex.conj_re, him, mul_zero,
      sub_zero, mul_pow]
  have h2 (a b : ℝ) : ‖(a : ℂ) • v - (b : ℂ) • H v‖ ^ 2 =
      a ^ 2 * ‖v‖ ^ 2 - 2 * (a * b * (inner ℂ v (H v)).re) + b ^ 2 * ‖H v‖ ^ 2 := by
    rw [@norm_sub_sq ℂ, inner_smul_left, inner_smul_right, norm_smul, norm_smul]
    simp only [RCLike.re_eq_complex_re, Complex.conj_ofReal, Complex.re_ofReal_mul,
      Complex.norm_real, Real.norm_eq_abs, mul_pow, sq_abs]
    ring
  rw [h1, h2]
  linear_combination ‖H v‖ ^ 2 * hz

variable [FiniteDimensional ℂ E] {H : E →L[ℂ] E} {z : ℂ}

/-- In finite dimension, `z - H` is invertible for Hermitian `H` and `Im z ≠ 0`. -/
theorem isUnit_sub (hH : (H : E →ₗ[ℂ] E).IsSymmetric) (hz : z.im ≠ 0) :
    IsUnit (z • (1 : E →L[ℂ] E) - H) := by
  have := FiniteDimensional.complete ℂ E
  have hz0 : z ≠ 0 := fun h => hz (by simp [h])
  have hinj : Function.Injective ((z • (1 : E →L[ℂ] E) - H : E →L[ℂ] E) : E →ₗ[ℂ] E) := by
    refine (injective_iff_map_eq_zero _).2 fun v hv => ?_
    have hv' : z • v - H v = 0 := hv
    have hb := norm_balance hH z v
    rw [hv', norm_zero, zero_pow two_ne_zero, mul_zero] at hb
    -- both squares on the right vanish, so `H v = 0` and then `z v = 0`
    have hHv : H v = 0 := by
      by_contra h
      have h1 : 0 < z.im ^ 2 * ‖H v‖ ^ 2 := by positivity
      linarith [sq_nonneg ‖((‖z‖ ^ 2 : ℝ) : ℂ) • v - (z.re : ℂ) • H v‖]
    rw [hHv, sub_zero] at hv'
    exact (smul_eq_zero.1 hv').resolve_left hz0
  exact ContinuousLinearMap.isUnit_iff_bijective.2
    ⟨hinj, LinearMap.injective_iff_surjective.1 hinj⟩

/-- For Hermitian `H` in finite dimension and `Im z ≠ 0`, `G(z)` undoes `z - H` on every vector,
from either side. -/
theorem green_apply (hH : (H : E →ₗ[ℂ] E).IsSymmetric) (hz : z.im ≠ 0) (v : E) :
    z • green H z v - H (green H z v) = v ∧ green H z (z • v - H v) = v := by
  have h1 : (z • (1 : E →L[ℂ] E) - H) * green H z = 1 :=
    Ring.mul_inverse_cancel _ (isUnit_sub hH hz)
  have h2 : green H z * (z • (1 : E →L[ℂ] E) - H) = 1 :=
    Ring.inverse_mul_cancel _ (isUnit_sub hH hz)
  have e1 := congrArg (fun A : E →L[ℂ] E => A v) h1
  have e2 := congrArg (fun A : E →L[ℂ] E => A v) h2
  exact ⟨e1, e2⟩

/-- For Hermitian `H` in finite dimension and `Im z ≠ 0`, the operator norm of `H G(z)` is at
most `|z| / |Im z|`. -/
theorem norm_mul_green_le (hH : (H : E →ₗ[ℂ] E).IsSymmetric) (hz : z.im ≠ 0) :
    ‖H * green H z‖ ≤ ‖z‖ / |z.im| := by
  refine ContinuousLinearMap.opNorm_le_bound _ (by positivity) fun w => ?_
  have hb := norm_balance hH z (green H z w)
  rw [(green_apply hH hz w).1] at hb
  have h : |z.im| * ‖H (green H z w)‖ ≤ ‖z‖ * ‖w‖ := by
    rw [← sq_le_sq₀ (by positivity) (by positivity), mul_pow, mul_pow, sq_abs, hb]
    exact le_add_of_nonneg_right (sq_nonneg _)
  change ‖H (green H z w)‖ ≤ _
  rw [div_mul_eq_mul_div, le_div_iff₀ (abs_pos.2 hz)]
  linarith

/-- In finite dimension the operator norm is reached on a vector of length at most one. -/
theorem exists_norm_le_apply (A : E →L[ℂ] E) : ∃ w : E, ‖w‖ ≤ 1 ∧ ‖A‖ ≤ ‖A w‖ := by
  have := FiniteDimensional.proper ℂ E
  obtain ⟨w, hw, hmax⟩ := (isCompact_closedBall (0 : E) 1).exists_isMaxOn
    ⟨0, by simp⟩ A.continuous.norm.continuousOn
  refine ⟨w, by simpa using hw, A.opNorm_le_bound (norm_nonneg _) fun u => ?_⟩
  rcases eq_or_ne u 0 with rfl | hu
  · simp
  have hu' : 0 < ‖u‖ := norm_pos_iff.2 hu
  -- rescale `u` to unit length
  have hb : ‖((‖u‖⁻¹ : ℝ) : ℂ) • u‖ = 1 := by
    rw [norm_smul, Complex.norm_real, norm_inv, norm_norm, inv_mul_cancel₀ hu'.ne']
  have h : ‖A (((‖u‖⁻¹ : ℝ) : ℂ) • u)‖ ≤ ‖A w‖ := hmax (mem_closedBall_zero_iff.2 hb.le)
  rw [map_smul, norm_smul, Complex.norm_real, norm_inv, norm_norm, inv_mul_le_iff₀ hu'] at h
  linarith

/-- For Hermitian `H` in finite dimension and `Im z ≠ 0`, the norm of `H G(z)` equals
`|z| / |Im z|` if and only if `H` has an eigenvalue `l` with `l Re z = |z|²`. -/
theorem norm_mul_green_eq_iff (hH : (H : E →ₗ[ℂ] E).IsSymmetric) (hz : z.im ≠ 0) :
    ‖H * green H z‖ = ‖z‖ / |z.im| ↔
      ∃ l : ℝ, (∃ v : E, v ≠ 0 ∧ H v = (l : ℂ) • v) ∧ l * z.re = ‖z‖ ^ 2 := by
  have hzn : 0 < ‖z‖ := norm_pos_iff.2 fun h => hz (by simp [h])
  have hy : 0 < |z.im| := abs_pos.2 hz
  constructor
  · intro heq
    obtain ⟨w, hw1, hA⟩ := exists_norm_le_apply (H * green H z)
    have hw := (green_apply hH hz w).1
    change _ ≤ ‖H (green H z w)‖ at hA
    rw [heq, div_le_iff₀ hy] at hA
    generalize green H z w = v at hw hA
    have hb := norm_balance hH z v
    rw [hw] at hb
    -- at the maximiser the last square in the balance vanishes
    have h1 := pow_le_pow_left₀ hzn.le hA 2
    rw [mul_pow, sq_abs] at h1
    have h2 : ‖z‖ ^ 2 * ‖w‖ ^ 2 ≤ ‖z‖ ^ 2 :=
      mul_le_of_le_one_right (by positivity) (pow_le_one₀ (norm_nonneg _) hw1)
    have h3 : ‖((‖z‖ ^ 2 : ℝ) : ℂ) • v - (z.re : ℂ) • H v‖ ^ 2 = 0 :=
      le_antisymm (by linarith) (sq_nonneg _)
    have h4 : ((‖z‖ ^ 2 : ℝ) : ℂ) • v = (z.re : ℂ) • H v :=
      sub_eq_zero.1 (norm_eq_zero.1 ((pow_eq_zero_iff two_ne_zero).1 h3))
    have hv : v ≠ 0 := by
      rintro rfl
      rw [map_zero, norm_zero, zero_mul] at hA
      linarith
    have hx : z.re ≠ 0 := by
      intro hx
      rw [hx, Complex.ofReal_zero, zero_smul] at h4
      exact (pow_pos hzn 2).ne' (Complex.ofReal_eq_zero.1 ((smul_eq_zero.1 h4).resolve_right hv))
    refine ⟨‖z‖ ^ 2 / z.re, ⟨v, hv, ?_⟩, div_mul_cancel₀ _ hx⟩
    rw [Complex.ofReal_div, div_eq_inv_mul, mul_smul, h4, smul_smul,
      inv_mul_cancel₀ (Complex.ofReal_ne_zero.2 hx), one_smul]
  · rintro ⟨l, ⟨v, hv, hl⟩, hlz⟩
    refine le_antisymm (norm_mul_green_le hH hz) ?_
    have hG := (green_apply hH hz v).2
    have hb := norm_balance hH z v
    -- the eigenvalue condition removes the last square
    have h0 : ((‖z‖ ^ 2 : ℝ) : ℂ) • v - (z.re : ℂ) • H v = 0 := by
      rw [hl, smul_smul, ← Complex.ofReal_mul, mul_comm z.re l, hlz, sub_self]
    rw [h0, norm_zero, zero_pow two_ne_zero, add_zero, ← sq_abs z.im, ← mul_pow, ← mul_pow,
      sq_eq_sq₀ (by positivity) (by positivity)] at hb
    have hw : 0 < ‖z • v - H v‖ :=
      norm_pos_iff.2 fun h => hv (by rw [← hG, h, map_zero])
    have hop := (H * green H z).le_opNorm (z • v - H v)
    change ‖H (green H z (z • v - H v))‖ ≤ _ at hop
    rw [hG] at hop
    rw [div_le_iff₀ hy]
    refine le_of_mul_le_mul_right ?_ hw
    calc ‖z‖ * ‖z • v - H v‖ = |z.im| * ‖H v‖ := hb
      _ ≤ |z.im| * (‖H * green H z‖ * ‖z • v - H v‖) := by gcongr
      _ = ‖H * green H z‖ * |z.im| * ‖z • v - H v‖ := by ring

/-- At a nonzero imaginary frequency `iω`, the norm of `H G(iω)` is strictly less than one for
every Hermitian `H` in finite dimension. -/
theorem norm_mul_green_imaginary_lt_one (hH : (H : E →ₗ[ℂ] E).IsSymmetric) {ω : ℝ}
    (hω : ω ≠ 0) : ‖H * green H (ω * I)‖ < 1 := by
  have him : ((ω : ℂ) * I).im = ω := by simp
  have hre : ((ω : ℂ) * I).re = 0 := by simp
  have hn : ‖(ω : ℂ) * I‖ = |ω| := by simp
  have hz : ((ω : ℂ) * I).im ≠ 0 := by rwa [him]
  have h1 : ‖(ω : ℂ) * I‖ / |((ω : ℂ) * I).im| = 1 := by
    rw [hn, him, div_self (abs_pos.2 hω).ne']
  refine lt_of_le_of_ne ((norm_mul_green_le hH hz).trans_eq h1) fun h => ?_
  -- equality would need an eigenvalue with `l * 0 = ω²`
  obtain ⟨l, -, hl⟩ := (norm_mul_green_eq_iff hH hz).1 (h.trans h1.symm)
  rw [hre, mul_zero, hn] at hl
  exact (pow_pos (abs_pos.2 hω) 2).ne hl

end HamiltonianTimesResolvent
```

```lean
#print axioms HamiltonianTimesResolvent.norm_mul_green_imaginary_lt_one
```

```
'HamiltonianTimesResolvent.norm_mul_green_imaginary_lt_one' depends on axioms: [propext, Classical.choice, Quot.sound]
```

## From the identity to the theorems in Lean

`norm_balance` is identity (1), and it needs no finite dimension. The steps `hs` and `him` show that $m$ is real. The two expansions are `h1` and `h2`, the latter stated for arbitrary real coefficients `a` and `b`. The closing `linear_combination` multiplies $|z|^2=x^2+y^2$ by $\|Hv\|^2$, which is the one relation left after the cancellation.

`isUnit_sub` assumes $(z-H)v=0$ and inserts it into the identity. If $Hv$ were nonzero, the first term on the right would be positive, and `linarith` derives a contradiction from the other square being nonnegative. The last line passes from injective to bijective by finite dimension. `green_apply` then records that $G(z)$ inverts $z-H$ from either side, in the form of equations for vectors.

`norm_mul_green_le` uses `opNorm_le_bound`, which reduces an operator-norm bound to a bound on each vector $w$. The inequality `h` is proved by comparing squares: after rewriting with the identity, what remains is that adding a square does not decrease a number.

`exists_norm_le_apply` supplies the maximiser. A continuous function on the compact unit ball has a maximum at some `w`; any nonzero `u` is rescaled to unit length and compared with it. The conclusion says "length at most one" rather than "length one", so it also holds in the zero-dimensional space, where `w` is zero.

In `norm_mul_green_eq_iff`, the forward direction takes this `w` and renames $G(z)w$ to `v`. The facts `h1` and `h2` are the two inequalities that squeeze the last square to zero in `h3`, and `h4` is $|z|^2v=xHv$. After `hv` and `hx` have excluded $v=0$ and $x=0$, the eigenvalue is given explicitly as `‖z‖ ^ 2 / z.re`. In the reverse direction, `h0` removes the last square, `hop` is the operator-norm inequality for the vector $(z-H)v$, and the `calc` block is the displayed chain above, before the common factor is cancelled.

`norm_mul_green_imaginary_lt_one` combines `norm_mul_green_le` and `norm_mul_green_eq_iff`: the norm is at most one, and equality would produce an `l` with $l\cdot0=\omega^2$.
